# In a two-level model, a larger level splitting can turn a negative lattice curvature positive

One way to test whether an imaginary phonon survives a Hubbard correction is to displace the atoms along the mode, compute the energy at several amplitudes with and without the correction, and compare the fitted curvatures at zero displacement. The problems below follow that curvature in a model with one displacement and one electron on two hybridised levels. There a larger splitting can change its sign if the electron–lattice coupling is strong enough compared with the stiffness and the hybridisation.

```lean
import Mathlib

open Matrix

namespace HubbardSoftMode

noncomputable section
```

The two levels have energies a and −a, measured from their mean, and are mixed by a real hybridisation t.

```lean
/-- The two-level Hamiltonian with level energies `a` and `-a` and hybridisation `t`. -/
def twoLevel (a t : ℝ) : Matrix (Fin 2) (Fin 2) ℝ := !![a, t; t, -a]
```

A real number e counts as a level if some nonzero real vector v satisfies Mv = ev.

```lean
/-- The set of real eigenvalues of a two-by-two real matrix. -/
def levels (M : Matrix (Fin 2) (Fin 2) ℝ) : Set ℝ :=
  {e | ∃ v : Fin 2 → ℝ, v ≠ 0 ∧ M *ᵥ v = e • v}
```

The lower level is defined as the infimum of this set. For the two-level matrix with t ≠ 0, part (a) shows that it is an actual eigenvalue.

```lean
/-- The lower level of a two-by-two real symmetric matrix: the infimum of its eigenvalues. -/
def lowerLevel (M : Matrix (Fin 2) (Fin 2) ℝ) : ℝ := sInf (levels M)
```

The displacement x shifts the level energy to a = D + gx, where g is the electron–lattice coupling and 2|D| is the distance between the unmixed levels at x = 0. With λ(a, t) for the lower level, the energy is

E(x) = Kx²/2 − fx + λ(D + gx, t).

The stiffness K stands for the restoring force of everything except this electron, and f for a constant force from the rest of the crystal. A Hubbard correction is represented by a larger |D|, with K, g and t held fixed. Where x = 0 is to stay stationary, f is readjusted to D. The model contains no parameter U, no self-consistent occupations and no dependence of t on x.

```lean
/-- The energy at displacement `x`: an elastic term with stiffness `K`, a constant force `f`
from the rest of the crystal, and the lower level of the two-level system whose level energy
`D + g x` follows the displacement. -/
def energy (K f g t D x : ℝ) : ℝ :=
  K * x ^ 2 / 2 - f * x + lowerLevel (twoLevel (D + g * x) t)
```

## (a) The lowest level

Show that for t ≠ 0 the least eigenvalue of the two-level matrix is

λ(a, t) = −√(a² + t²).

Write r = √(a² + t²), and let v = (v₀, v₁) be an eigenvector with eigenvalue e:

a v₀ + t v₁ = e v₀
t v₀ − a v₁ = e v₁

The square of the matrix is r² times the identity, so (e² − r²)v = 0. Since v ≠ 0, e² = r², and hence e ≥ −r. The value −r is attained by the vector (t, −r − a), which is nonzero because t ≠ 0:

a t + t(−r − a) = −r t
t² − a(−r − a) = r² + a r = −r(−r − a)

`IsLeast` has the same two halves: membership in the set, shown by this vector, and the lower bound. In the second half, `k0` and `k1` are the components of (e² − r²)v = 0, obtained as combinations of the two eigenvalue equations.

```lean
/-- For nonzero hybridisation, `-√(a² + t²)` is the least eigenvalue of the two-level
Hamiltonian. -/
theorem isLeast_levels (a : ℝ) {t : ℝ} (ht : t ≠ 0) :
    IsLeast (levels (twoLevel a t)) (-√(a ^ 2 + t ^ 2)) := by
  have hsq : √(a ^ 2 + t ^ 2) ^ 2 = a ^ 2 + t ^ 2 := Real.sq_sqrt (by positivity)
  constructor
  · -- an explicit eigenvector
    refine ⟨![t, -√(a ^ 2 + t ^ 2) - a], fun h => ht (by simpa using congrFun h 0), ?_⟩
    ext i
    fin_cases i
    · simp [twoLevel, Matrix.mulVec, dotProduct, Fin.sum_univ_succ]
      ring
    · simp [twoLevel, Matrix.mulVec, dotProduct, Fin.sum_univ_succ]
      linear_combination -hsq
  · -- every eigenvalue satisfies e² = a² + t²
    rintro e ⟨v, hv, h⟩
    have h0 : a * v 0 + t * v 1 = e * v 0 := by
      simpa [twoLevel, Matrix.mulVec, dotProduct, Fin.sum_univ_succ] using congrFun h 0
    have h1 : t * v 0 + -a * v 1 = e * v 1 := by
      simpa [twoLevel, Matrix.mulVec, dotProduct, Fin.sum_univ_succ] using congrFun h 1
    have he : e ^ 2 = a ^ 2 + t ^ 2 := by
      by_contra hne
      have hne' : e ^ 2 - (a ^ 2 + t ^ 2) ≠ 0 := sub_ne_zero.mpr hne
      have k0 : (e ^ 2 - (a ^ 2 + t ^ 2)) * v 0 = 0 := by
        linear_combination (-e - a) * h0 - t * h1
      have k1 : (e ^ 2 - (a ^ 2 + t ^ 2)) * v 1 = 0 := by
        linear_combination (-e + a) * h1 - t * h0
      apply hv
      ext i
      fin_cases i
      · exact (mul_eq_zero.mp k0).resolve_left hne'
      · exact (mul_eq_zero.mp k1).resolve_left hne'
    exact neg_le_of_abs_le (Real.abs_le_sqrt he.le)
```

## (b) The slope of the energy

Let r(x) = √((D + gx)² + t²), which is half the distance between the mixed levels. Show that for t ≠ 0

r′(x) = g(D + gx)/r(x)
E′(x) = Kx − f − g(D + gx)/r(x).

By (a), E(x) = Kx²/2 − fx − r(x). The expression under the root is positive because t ≠ 0, and its derivative is 2g(D + gx). The chain rule divides this by 2r(x), which gives r′. The other two terms contribute Kx − f.

With t = 0 the slope need not exist. For K = g = 1 and D = f = 0 the energy is x²/2 − |x|, which has a cusp at x = 0 where the levels cross.

`HasDerivAt F c x` says that F is differentiable at x with derivative c. In the proof `hq` differentiates the expression under the root, `hs` applies the chain rule, and `hE` replaces the infimum by −r(x) using (a).

```lean
/-- For nonzero hybridisation, the slope of the energy at displacement `x` is `K x - f` minus
the slope of half the level distance, and the latter slope is
`g (D + g x) / √((D + g x)² + t²)`. -/
theorem hasDerivAt_energy (K f g D x : ℝ) {t : ℝ} (ht : t ≠ 0) :
    HasDerivAt (energy K f g t D)
      (K * x - f - g * (D + g * x) / √((D + g * x) ^ 2 + t ^ 2)) x ∧
    HasDerivAt (fun y => √((D + g * y) ^ 2 + t ^ 2))
      (g * (D + g * x) / √((D + g * x) ^ 2 + t ^ 2)) x := by
  have hpos : 0 < (D + g * x) ^ 2 + t ^ 2 := by positivity
  have hu : HasDerivAt (fun y => D + g * y) g x := by
    simpa using ((hasDerivAt_id' x).const_mul g).const_add D
  have hq : HasDerivAt (fun y => (D + g * y) ^ 2 + t ^ 2) (2 * g * (D + g * x)) x := by
    have hf : (fun y => (D + g * y) ^ 2 + t ^ 2) =
        fun y => (D + g * y) * (D + g * y) + t ^ 2 := by
      funext y
      ring
    rw [hf]
    exact ((hu.fun_mul hu).add_const (t ^ 2)).congr_deriv (by ring)
  have hs : HasDerivAt (fun y => √((D + g * y) ^ 2 + t ^ 2))
      (g * (D + g * x) / √((D + g * x) ^ 2 + t ^ 2)) x :=
    (hq.sqrt hpos.ne').congr_deriv (by rw [mul_assoc, mul_div_mul_left _ _ two_ne_zero])
  refine ⟨?_, hs⟩
  have hE : energy K f g t D =
      fun y => K / 2 * (y * y) - f * y - √((D + g * y) ^ 2 + t ^ 2) := by
    funext y
    rw [energy, lowerLevel, (isLeast_levels (D + g * y) ht).csInf_eq]
    ring
  rw [hE]
  have hx := hasDerivAt_id' x
  exact ((((hx.fun_mul hx).const_mul (K / 2)).fun_sub (hx.const_mul f)).fun_sub hs).congr_deriv
    (by ring)
```

## (c) A power written as a cube

Show that for s ≥ 0

s^(3/2) = (√s)³.

Since √s = s^(1/2), multiplying the exponents gives (s^(1/2))³ = s^(3/2). The proof does the same with the real-power rules, which need s ≥ 0.

```lean
/-- The power `3/2` of a nonnegative number is the cube of its square root. -/
theorem rpow_three_half {s : ℝ} (hs : 0 ≤ s) : s ^ (3 / 2 : ℝ) = √s ^ 3 := by
  rw [Real.sqrt_eq_rpow, ← Real.rpow_natCast, ← Real.rpow_mul hs]
  norm_num
```

## (d) The curvature at any displacement

Show that for t ≠ 0

E″(x) = K − g²t²/((D + gx)² + t²)^(3/2).

Put u = D + gx and r = r(x). By the quotient rule and (b),

(gu/r)′ = (g²r − gu · gu/r)/r² = g²(r² − u²)/r³ = g²t²/r³.

By (c), r³ = (u² + t²)^(3/2). Subtracting this term from the derivative K of Kx − f gives the result. The electron therefore never stiffens the mode in this model, and the curvature at a given x does not depend on f.

The theorem differentiates `deriv (energy K f g t D)`, which `hE` identifies with the slope from (b) at every point. The identity `key` is the middle step of the calculation above, and `ht2` is r² − u² = t².

```lean
/-- For nonzero hybridisation, the curvature of the energy at every displacement is the
elastic stiffness minus an electronic softening term. -/
theorem hasDerivAt_deriv_energy (K f g D x : ℝ) {t : ℝ} (ht : t ≠ 0) :
    HasDerivAt (deriv (energy K f g t D))
      (K - g ^ 2 * t ^ 2 / ((D + g * x) ^ 2 + t ^ 2) ^ (3 / 2 : ℝ)) x := by
  have hpos : 0 < (D + g * x) ^ 2 + t ^ 2 := by positivity
  have hne : √((D + g * x) ^ 2 + t ^ 2) ≠ 0 := (Real.sqrt_pos.mpr hpos).ne'
  have hE : deriv (energy K f g t D) =
      fun y => K * y - f - g * (D + g * y) / √((D + g * y) ^ 2 + t ^ 2) :=
    funext fun y => (hasDerivAt_energy K f g D y ht).1.deriv
  have hu : HasDerivAt (fun y => g * (D + g * y)) (g * g) x := by
    simpa using (((hasDerivAt_id' x).const_mul g).const_add D).const_mul g
  have hq := hu.fun_div (hasDerivAt_energy K f g D x ht).2 hne
  rw [hE]
  refine ((((hasDerivAt_id' x).const_mul K).sub_const f).fun_sub hq).congr_deriv ?_
  -- simplify the quotient-rule expression, with `s` for the root and `u` for `D + g x`
  have key : ∀ s u : ℝ, s ≠ 0 →
      (g * g * s - g * u * (g * u / s)) / s ^ 2 = g ^ 2 * (s ^ 2 - u ^ 2) / s ^ 3 := by
    intro s u hs
    field_simp
  have ht2 : √((D + g * x) ^ 2 + t ^ 2) ^ 2 - (D + g * x) ^ 2 = t ^ 2 := by
    rw [Real.sq_sqrt hpos.le]
    ring
  rw [rpow_three_half hpos.le, key _ _ hne, ht2, mul_one]
```

## (e) The curvature at the reference geometry

Show that for t ≠ 0

E″(0) = K − g²t²/(D² + t²)^(3/2).

Set x = 0 in (d), so that D + gx becomes D. In Lean the second derivative is `deriv (deriv (energy K f g t D)) 0`, and its value is read off from the derivative found in (d).

```lean
/-- For nonzero hybridisation, the curvature at the reference geometry is
`K - g² t² / (D² + t²)^(3/2)`. -/
theorem curvature_zero (K f g D : ℝ) {t : ℝ} (ht : t ≠ 0) :
    deriv (deriv (energy K f g t D)) 0 =
      K - g ^ 2 * t ^ 2 / (D ^ 2 + t ^ 2) ^ (3 / 2 : ℝ) := by
  simpa only [mul_zero, add_zero] using (hasDerivAt_deriv_energy K f g D 0 ht).deriv
```

## (f) The threshold for the splitting

Let K > 0 and t ≠ 0. Show that

E″(0) > 0 exactly when D² > (g²t²/K)^(2/3) − t²,
E″(0) < 0 exactly when D² < (g²t²/K)^(2/3) − t².

Write q = D² + t², which is positive. Then each line below is equivalent to the next:

0 < K − g²t²/q^(3/2)
g²t²/K < q^(3/2)
(g²t²/K)^(2/3) < q
(g²t²/K)^(2/3) − t² < D²

The first step multiplies by q^(3/2) and divides by K, both positive. The second uses that the power 2/3 is strictly increasing on nonnegative numbers, and the third subtracts t². Reversing every inequality proves the negative case.

The two `rw` chains at the end of the proof follow these lines. `Real.rpow_lt_rpow_iff` supplies the monotonicity, and `hP` is (q^(3/2))^(2/3) = q.

```lean
/-- For positive stiffness and nonzero hybridisation, the curvature at the reference geometry
is positive exactly when `D²` exceeds `(g² t² / K)^(2/3) - t²`, and negative exactly when `D²`
lies below it. -/
theorem curvature_sign {K t : ℝ} (f g D : ℝ) (hK : 0 < K) (ht : t ≠ 0) :
    (0 < deriv (deriv (energy K f g t D)) 0 ↔
      (g ^ 2 * t ^ 2 / K) ^ (2 / 3 : ℝ) - t ^ 2 < D ^ 2) ∧
    (deriv (deriv (energy K f g t D)) 0 < 0 ↔
      D ^ 2 < (g ^ 2 * t ^ 2 / K) ^ (2 / 3 : ℝ) - t ^ 2) := by
  have hs : 0 < D ^ 2 + t ^ 2 := by positivity
  have hp : 0 < (D ^ 2 + t ^ 2) ^ (3 / 2 : ℝ) := Real.rpow_pos_of_pos hs _
  have hc : 0 ≤ g ^ 2 * t ^ 2 / K := by positivity
  have hz : (0 : ℝ) < 2 / 3 := by norm_num
  have hP : ((D ^ 2 + t ^ 2) ^ (3 / 2 : ℝ)) ^ (2 / 3 : ℝ) = D ^ 2 + t ^ 2 := by
    rw [← Real.rpow_mul hs.le]
    norm_num
  rw [curvature_zero K f g D ht]
  constructor
  · rw [sub_pos, div_lt_iff₀ hp, ← div_lt_iff₀' hK,
      ← Real.rpow_lt_rpow_iff hc hp.le hz, hP, sub_lt_iff_lt_add]
  · rw [sub_neg, lt_div_iff₀ hp, ← lt_div_iff₀' hK,
      ← Real.rpow_lt_rpow_iff hp.le hc hz, hP, lt_sub_iff_add_lt]
```

## (g) A balanced geometry above the threshold

A curvature describes a phonon only at a stationary point. Let K > 0 and t ≠ 0, let D² exceed the threshold in (f), and choose the constant force

f = −gD/√(D² + t²).

Show that x = 0 is a local minimum of E.

By (b), E′(0) = −f − gD/√(D² + t²) = 0. By (f), E″(0) > 0, and the second-derivative test gives a local minimum. Without the balancing force, f = 0 would leave x = 0 stationary only if gD = 0.

`IsLocalMin` compares the energy at 0 with its values at nearby displacements only, so a lower minimum further away is not excluded. The proof gives the test the positive curvature, the vanishing slope and the continuity of E at 0.

```lean
/-- Let the constant force balance the electronic force at the reference geometry. For positive
stiffness, nonzero hybridisation and `D²` above the threshold, that geometry is a local
minimum of the energy. -/
theorem isLocalMin_of_large_splitting {K t : ℝ} (g D : ℝ) (hK : 0 < K) (ht : t ≠ 0)
    (hD : (g ^ 2 * t ^ 2 / K) ^ (2 / 3 : ℝ) - t ^ 2 < D ^ 2) :
    IsLocalMin (energy K (-(g * D / √(D ^ 2 + t ^ 2))) g t D) 0 := by
  have h := (hasDerivAt_energy K (-(g * D / √(D ^ 2 + t ^ 2))) g D 0 ht).1
  refine isLocalMin_of_deriv_deriv_pos ((curvature_sign _ g D hK ht).1.mpr hD) ?_
    h.continuousAt
  rw [h.deriv, mul_zero, mul_zero, add_zero]
  ring
```

## (h) The critical splitting

Let K > 0, t ≠ 0 and K|t| < g². Show that there is a number Dc > 0, the same for every f and D, with

E″(0) < 0 if |D| < Dc,
E″(0) > 0 if |D| > Dc.

At D = 0, part (e) gives

E″(0) = K − g²t²/|t|³ = K − g²/|t| < 0.

By (f), the threshold T = (g²t²/K)^(2/3) − t² is then positive. Take Dc = √T. Since |D| < Dc means D² < T, and |D| > Dc means D² > T, part (f) gives both signs.

For a numerical instance in dimensionless units, take K = t = 1 and g = 2√2, so that g² = 8. Then T = 8^(2/3) − 1 = 3 and Dc = √3 ≈ 1.73, which is a distance 2Dc ≈ 3.46 between the unmixed levels.

D = 1: E″(0) = 1 − 8/2^(3/2) ≈ −1.83
D = 2: E″(0) = 1 − 8/5^(3/2) ≈ 0.28

If f is chosen at each D to keep x = 0 stationary, the mode there is imaginary for D = 1 and real for D = 2.

The strict inequality K|t| < g² can't be relaxed to K|t| ≤ g². For K = t = g = 1 the curvature is 1 − 1/(D² + 1)^(3/2), which is never negative, so no positive Dc exists.

In the proof `h0` is the calculation at D = 0 and `hT` is T > 0. The order `∃ Dc`, then `∀ f D`, expresses that one critical value serves all forces and splittings.

```lean
/-- For positive stiffness, nonzero hybridisation and coupling with `K |t| < g²`, there is a
positive critical `Dc`: the curvature at the reference geometry is negative for `|D| < Dc`
and positive for `|D| > Dc`, whatever the constant force. -/
theorem splitting_removes_instability {K g t : ℝ} (hK : 0 < K) (ht : t ≠ 0)
    (hg : K * |t| < g ^ 2) :
    ∃ Dc : ℝ, 0 < Dc ∧ ∀ f D : ℝ,
      (|D| < Dc → deriv (deriv (energy K f g t D)) 0 < 0) ∧
      (Dc < |D| → 0 < deriv (deriv (energy K f g t D)) 0) := by
  have hta : 0 < |t| := abs_pos.mpr ht
  -- at `D = 0` the curvature is negative, so the threshold is positive
  have h0 : deriv (deriv (energy K 0 g t 0)) 0 < 0 := by
    rw [curvature_zero K 0 g 0 ht, rpow_three_half (by positivity), zero_pow two_ne_zero,
      zero_add, Real.sqrt_sq_eq_abs, sub_neg, lt_div_iff₀ (pow_pos hta 3), ← sq_abs t]
    have h := mul_lt_mul_of_pos_right hg (pow_pos hta 2)
    calc K * |t| ^ 3 = K * |t| * |t| ^ 2 := by ring
      _ < g ^ 2 * |t| ^ 2 := h
  have hT := (curvature_sign 0 g 0 hK ht).2.mp h0
  rw [zero_pow two_ne_zero] at hT
  refine ⟨√((g ^ 2 * t ^ 2 / K) ^ (2 / 3 : ℝ) - t ^ 2), Real.sqrt_pos.mpr hT, fun f D => ?_⟩
  constructor
  · intro h
    have h2 := pow_lt_pow_left₀ h (abs_nonneg D) two_ne_zero
    rw [sq_abs, Real.sq_sqrt hT.le] at h2
    exact (curvature_sign f g D hK ht).2.mpr h2
  · intro h
    have h2 := pow_lt_pow_left₀ h (Real.sqrt_nonneg _) two_ne_zero
    rw [sq_abs, Real.sq_sqrt hT.le] at h2
    exact (curvature_sign f g D hK ht).1.mpr h2

end

end HubbardSoftMode
```

```lean
#print axioms HubbardSoftMode.isLocalMin_of_large_splitting
-- 'HubbardSoftMode.isLocalMin_of_large_splitting' depends on axioms: [propext, Classical.choice, Quot.sound]
#print axioms HubbardSoftMode.splitting_removes_instability
-- 'HubbardSoftMode.splitting_removes_instability' depends on axioms: [propext, Classical.choice, Quot.sound]
```
